# Compressing \(\bar z\) to lowest-Landau-level polynomials gives \(2\,d/dz\)

## Lowest-level states as polynomials

A charged particle moves in the plane in a uniform perpendicular magnetic field \(B\). Lengths are measured in the magnetic length \(\ell=\sqrt{\hbar/|e|B}\), with \(e\) the charge, so \(\ell=1\). The position is \(z=x+iy\), the gauge is symmetric, and the orientation of the field is chosen so that a lowest-level state is a holomorphic function of \(z\) times a fixed Gaussian factor; here the holomorphic function is taken to be a polynomial:
\[ \psi(z)=p(z)\,e^{-|z|^2/4},\qquad p(z)=\sum_m p_m z^m . \]
This form is taken as given; no Hamiltonian or vector potential appears below. A state is represented by the polynomial \(p\) alone, an element of `ℂ[X]`, where the indeterminate `X` stands for \(z\) and `p.coeff m` is \(p_m\).

```lean
import Mathlib

open Polynomial MeasureTheory ComplexConjugate
open scoped Real

namespace LowestLandauLevel

noncomputable section
```

The monomial \(z^m\), \(m=0,1,2,\dots\), is given the weight \(w_m=2^m m!\).

```lean
/-- The weight `2^m m!` of the monomial `z^m`. -/
def weight (m : ℕ) : ℂ := 2 ^ m * (m.factorial : ℂ)
```

The inner product of two polynomials is
\[ \langle p,q\rangle=\sum_m \overline{p_m}\,q_m\,w_m , \]
conjugate-linear in the first slot as in Dirac notation. In `ip` the sum runs over the finitely many \(m\) with \(p_m\neq0\). It is a plain function of two polynomials, and the space is not completed to a Hilbert space.

```lean
/-- The inner product of polynomials, `∑ conj(p_m) q_m 2^m m!`. -/
def ip (p q : ℂ[X]) : ℂ := p.sum fun m a => conj a * q.coeff m * weight m
```

The operator \(D=2\,d/dz\) differentiates the polynomial and leaves the Gaussian factor alone. Its Lean name `zbar` anticipates the result, but its definition contains no complex conjugation.

```lean
/-- The operator `2 d/dz` on polynomials. -/
def zbar : Module.End ℂ ℂ[X] := (2 : ℂ) • derivative
```

The two factors \(e^{-|z|^2/4}\) from bra and ket combine into the density \(e^{-|z|^2/2}\).

```lean
/-- The Gaussian density `exp(-|z|²/2)` of the lowest Landau level at magnetic length one. -/
def gauss (z : ℂ) : ℝ := Real.exp (-(1 / 2) * ‖z‖ ^ 2)
```

For arbitrary functions \(f,g\) on the plane, standing for the wavefunctions \(f e^{-|z|^2/4}\) and \(g e^{-|z|^2/4}\), the overlap is
\[ (f,g)=\frac1{2\pi}\int \overline{f(z)}\,g(z)\,e^{-|z|^2/2}\,d^2z , \]
with \(d^2z=dx\,dy\), which is the measure behind `∫ z` on `ℂ`. The prefactor is the inverse of the area \(2\pi\ell^2\) threaded by one flux quantum, and it gives the constant function 1 unit norm. Since \(g\) need not be holomorphic, a function such as \(\bar z\,q(z)\), which leaves the lowest level, is an allowed argument.

```lean
/-- The overlap `(2π)⁻¹ ∫ conj f · g · exp(-|z|²/2)` of two functions on the plane. -/
def gaussInner (f g : ℂ → ℂ) : ℂ := (2 * π : ℂ)⁻¹ * ∫ z, conj (f z) * g z * (gauss z : ℂ)
```

## Orthogonal monomials

For a single term \(a z^m\) in the bra, with \(a\) complex, the sum collapses to
\[ \langle a z^m,q\rangle=\bar a\,q_m\,w_m . \]
In Lean \(a z^m\) is `monomial m a`.

```lean
/-- The inner product with a monomial `a z^m` in the first slot picks out the `m`-th
coefficient of the second. -/
theorem ip_monomial_left (m : ℕ) (a : ℂ) (q : ℂ[X]) :
    ip (monomial m a) q = conj a * q.coeff m * weight m := by
  unfold ip
  rw [sum_monomial_index]
  simp
```

Conjugation is additive, so \(\langle p+p',q\rangle=\langle p,q\rangle+\langle p',q\rangle\). With these two facts an identity that is additive in the bra reduces to the case of one monomial, which is how `Polynomial.induction_on'` is used in the later proofs.

```lean
/-- The inner product is additive in the first slot. -/
theorem ip_add_left (p p' q : ℂ[X]) : ip (p + p') q = ip p q + ip p' q := by
  unfold ip
  rw [sum_add_index]
  · intro i
    simp
  · intro i a b
    rw [map_add]
    ring
```

Setting \(a=1\) and \(q=z^n\), whose coefficient \(q_m\) is \(\delta_{mn}\), gives
\[ \langle z^m,z^n\rangle=2^m m!\,\delta_{mn} . \]
Apart from \(z^0=1\), the monomials are not normalised; the corresponding unit vectors are \(z^m/\sqrt{2^m m!}\).

```lean
/-- The monomials are orthogonal and `z^m` has squared norm `2^m m!`. -/
theorem ip_X_pow (m n : ℕ) :
    ip (X ^ m) (X ^ n) = if m = n then 2 ^ m * (m.factorial : ℂ) else 0 := by
  rw [← monomial_one_right_eq_X_pow m, ip_monomial_left, coeff_X_pow]
  split_ifs <;> simp [weight]
```

## Multiplication by \(z\) and \(2\,d/dz\) as formal adjoints

Take \(p=a z^n\). Then \(zp=a z^{n+1}\), and the coefficient of \(z^n\) in \(Dq\) is \(2(n+1)q_{n+1}\). Hence
\[ \langle zp,q\rangle=\bar a\,q_{n+1}\,w_{n+1},\qquad \langle p,Dq\rangle=\bar a\cdot 2(n+1)\,q_{n+1}\,w_n , \]
and the two agree because \(w_{n+1}=2^{n+1}(n+1)!=2(n+1)\,w_n\). Additivity in \(p\) gives \(\langle zp,q\rangle=\langle p,Dq\rangle\) for all polynomials. In the proof `coeff_derivative` supplies the coefficient of \(Dq\), and `Nat.factorial_succ` followed by `ring` is the recursion for the weights.

```lean
/-- Multiplication by `z` in the first slot equals `2 d/dz` in the second slot. -/
theorem ip_X_mul_left (p q : ℂ[X]) : ip (X * p) q = ip p (zbar q) := by
  induction p using Polynomial.induction_on' with
  | add p p' hp hp' => rw [mul_add, ip_add_left, ip_add_left, hp, hp']
  | monomial n a =>
    -- the weights obey `w (n+1) = 2 (n+1) w n`
    have hz : zbar q = (2 : ℂ) • derivative q := rfl
    rw [X_mul_monomial, ip_monomial_left, ip_monomial_left, hz, coeff_smul, coeff_derivative]
    simp only [weight, Nat.factorial_succ, smul_eq_mul]
    push_cast
    ring
```

The opposite arrangement, \(\langle Dp,q\rangle=\langle p,zq\rangle\), is proved directly on monomials. For a constant \(p=a\), \(Dp=0\), and \(zq\) has no constant term, so both sides vanish. For \(p=a z^{n+1}\), \(Dp=2(n+1)a z^n\) and the coefficient of \(z^{n+1}\) in \(zq\) is \(q_n\), so
\[ \langle Dp,q\rangle=2(n+1)\,\bar a\,q_n\,w_n=\bar a\,q_n\,w_{n+1}=\langle p,zq\rangle . \]
These are the branches `zero` and `succ n`. "Formal" means that both identities are stated on polynomials: both operators are unbounded, and their closures and the domains of their Hilbert-space adjoints are not treated.

```lean
/-- The operator `2 d/dz` in the first slot equals multiplication by `z` in the second slot. -/
theorem ip_zbar_left (p q : ℂ[X]) : ip (zbar p) q = ip p (X * q) := by
  induction p using Polynomial.induction_on' with
  | add p p' hp hp' => rw [map_add, ip_add_left, ip_add_left, hp, hp']
  | monomial n a =>
    cases n with
    | zero =>
      have h : zbar (monomial 0 a) = 0 := by simp [zbar]
      rw [h, ip_monomial_left]
      simp [ip]
    | succ n =>
      have h : zbar (monomial (n + 1) a) = monomial n (2 * (a * (n + 1))) := by
        show (2 : ℂ) • derivative (monomial (n + 1) a) = _
        rw [derivative_monomial_succ, smul_monomial, smul_eq_mul]
      rw [h, ip_monomial_left, ip_monomial_left, coeff_X_mul]
      simp only [map_mul, map_add, map_ofNat, map_natCast, map_one, weight, Nat.factorial_succ]
      push_cast
      ring
```

## The weights as Gaussian moments

So far \(w_m\) is a definition; the next steps show that it is what the physical overlap produces. In polar coordinates with \(r=|z|\), the substitution \(t=r^2/2\), \(dt=r\,dr\), gives for every natural number \(n\)
\[ \int |z|^n e^{-|z|^2/2}\,d^2z=2\pi\int_0^\infty r^{n+1}e^{-r^2/2}\,dr=2\pi\int_0^\infty (2t)^{n/2}e^{-t}\,dt=\pi\,2^{(n+2)/2}\,\Gamma\!\left(\tfrac{n+2}{2}\right). \]
The theorem writes the right side as \((2\pi/2)\,(1/2)^{-(n+2)/2}\,\Gamma((n+2)/2)\), the shape of Mathlib's `Complex.integral_rpow_mul_exp_neg_mul_rpow` at exponent 2 and rate \(1/2\).

```lean
/-- The radial moments of the Gaussian density over the plane, in terms of the Gamma function. -/
theorem radial_moment (n : ℕ) : ∫ z : ℂ, ‖z‖ ^ n * gauss z =
    (2 * π / 2) * (1 / 2 : ℝ) ^ (-((n : ℝ) + 2) / 2) * Real.Gamma (((n : ℝ) + 2) / 2) := by
  have hn : (0 : ℝ) ≤ n := Nat.cast_nonneg n
  have h := Complex.integral_rpow_mul_exp_neg_mul_rpow (p := 2) (q := (n : ℝ)) (b := 1 / 2)
    (by norm_num) (by linarith) (by norm_num)
  simp only [Real.rpow_natCast, Real.rpow_two] at h
  exact h
```

For natural numbers \(a,b\), consider the moment
\[ I_{ab}=\int \bar z^{\,a} z^b\,e^{-|z|^2/2}\,d^2z . \]
The integrand is continuous and its modulus is \(|z|^{a+b}e^{-|z|^2/2}\), so the integral converges absolutely once the radial one does. Lean assigns the value zero to the integral of a non-integrable function; this is why `Integrable` is part of the statements from here on, and it is also how `Integrable.of_integral_ne_zero` turns the strictly positive radial value into convergence.

For \(a=b\) the integrand is \(|z|^{2a}e^{-|z|^2/2}\), and the radial formula at \(n=2a\) gives
\[ I_{aa}=\pi\,2^{a+1}\,\Gamma(a+1)=2\pi\,2^a a!=2\pi\,w_a . \]
The steps `e1`, `e2`, `e3` bring the exponent and the argument of \(\Gamma\) to this form.

For \(a\neq b\), let \(u=e^{i\theta}\) with \(\theta=\pi/(b-a)\), so that \(\bar u^{\,a}u^b=e^{i\theta(b-a)}=-1\), which is `hu`. The substitution \(z\to uz\) preserves the area measure, so it leaves the integral unchanged (`h`), and it preserves \(|z|\), so it multiplies the integrand by \(-1\) (`hneg`). Therefore \(I_{ab}=-I_{ab}\) and \(I_{ab}=0\). This replaces the angular integral of \(e^{i(b-a)\varphi}\) over the polar angle \(\varphi\), and expresses the orthogonality of states of different angular momentum.

```lean
/-- The Gaussian integral of `conj(z)^a z^b` converges; it is `2π 2^a a!` for `a = b` and
zero otherwise. -/
theorem gauss_moment (a b : ℕ) :
    Integrable (fun z : ℂ => conj z ^ a * z ^ b * (gauss z : ℂ)) ∧
    ∫ z : ℂ, conj z ^ a * z ^ b * (gauss z : ℂ) = if a = b then 2 * π * weight a else 0 := by
  constructor
  · have hr : Integrable (fun z : ℂ => ‖z‖ ^ (a + b) * gauss z) := by
      apply Integrable.of_integral_ne_zero
      rw [radial_moment]
      have hG := Real.Gamma_pos_of_pos (s := (((a + b : ℕ) : ℝ) + 2) / 2) (by positivity)
      have hpi := Real.pi_pos
      positivity
    have hg : Continuous gauss := by unfold gauss; fun_prop
    have hc : Continuous fun z : ℂ => conj z ^ a * z ^ b * (gauss z : ℂ) :=
      ((Complex.continuous_conj.pow a).mul (continuous_pow b)).mul
        (Complex.continuous_ofReal.comp hg)
    refine hr.mono' hc.aestronglyMeasurable (Filter.Eventually.of_forall fun z => ?_)
    have hpos : 0 ≤ gauss z := (Real.exp_pos _).le
    apply le_of_eq
    simp only [norm_mul, norm_pow, Complex.norm_conj, Complex.norm_real,
      Real.norm_of_nonneg hpos, pow_add]
  · split_ifs with hab
    · -- diagonal case: a radial integral
      subst hab
      have h : ∀ z : ℂ, conj z ^ a * z ^ a * (gauss z : ℂ)
          = ((‖z‖ ^ (2 * a) * gauss z : ℝ) : ℂ) := by
        intro z
        rw [← mul_pow, Complex.conj_mul']
        push_cast
        ring
      have e1 : -(((2 * a : ℕ) : ℝ) + 2) / 2 = -((a + 1 : ℕ) : ℝ) := by push_cast; ring
      have e2 : (((2 * a : ℕ) : ℝ) + 2) / 2 = (a : ℝ) + 1 := by push_cast; ring
      have e3 : ((1 / 2 : ℝ) ^ (a + 1))⁻¹ = 2 ^ (a + 1) := by rw [one_div, inv_pow, inv_inv]
      simp only [h]
      rw [integral_complex_ofReal, radial_moment, e1, e2, Real.Gamma_nat_eq_factorial,
        Real.rpow_neg (by norm_num), Real.rpow_natCast, e3]
      unfold weight
      push_cast
      ring
    · -- rotation by the angle `π / (b - a)` reverses the sign of the integrand
      have hne : (b : ℝ) - a ≠ 0 := sub_ne_zero.mpr (by exact_mod_cast (Ne.symm hab))
      obtain ⟨θ, hθ⟩ : ∃ θ : ℝ, θ * ((b : ℝ) - a) = π := ⟨π / (b - a), div_mul_cancel₀ _ hne⟩
      have hθ' : (θ : ℂ) * ((b : ℂ) - a) = π := by exact_mod_cast hθ
      obtain ⟨u, hu⟩ : ∃ u : Circle, conj (u : ℂ) ^ a * (u : ℂ) ^ b = -1 := by
        refine ⟨Circle.exp θ, ?_⟩
        rw [Circle.coe_exp, ← Complex.exp_conj, ← Complex.exp_nat_mul, ← Complex.exp_nat_mul,
          ← Complex.exp_add, ← Complex.exp_pi_mul_I]
        congr 1
        simp only [map_mul, Complex.conj_ofReal, Complex.conj_I]
        linear_combination Complex.I * hθ'
      obtain ⟨f, hf⟩ : ∃ f : ℂ → ℂ, f = fun z => conj z ^ a * z ^ b * (gauss z : ℂ) := ⟨_, rfl⟩
      have h : ∫ z, f (rotation u z) = ∫ z, f z :=
        (rotation u).measurePreserving.integral_comp
          (rotation u).toHomeomorph.measurableEmbedding f
      have hneg : ∀ z, f (rotation u z) = -f z := by
        intro z
        have hn : ‖(u : ℂ)‖ = 1 := Circle.norm_coe u
        have hg : gauss ((u : ℂ) * z) = gauss z := by
          unfold gauss
          rw [norm_mul, hn, one_mul]
        simp only [hf, rotation_apply, hg, map_mul, mul_pow]
        linear_combination (conj z ^ a * z ^ b * (gauss z : ℂ)) * hu
      simp only [hneg, integral_neg] at h
      have h0 : ∫ z, f z = 0 := by linear_combination (-1 / 2 : ℂ) * h
      rw [hf] at h0
      exact h0
```

For polynomials, expanding both factors gives
\[ (p,q)=\frac1{2\pi}\sum_{m,n}\overline{p_m}\,q_n\,I_{mn}=\sum_m \overline{p_m}\,q_m\,w_m=\langle p,q\rangle . \]
The theorem states that the integrand is integrable and that `gaussInner` of the two evaluated polynomials equals `ip p q`. The proof clears the factor \(2\pi\), then runs one induction on `p` and one on `q`, carrying integrability along because `integral_add` requires it; the innermost case is a single moment times \(\bar a\,b\), where `a` and `b` now name the coefficients of the two monomials. The normalised wavefunctions belonging to the monomials are accordingly \(z^m e^{-|z|^2/4}/\sqrt{2\pi\,2^m m!}\).

```lean
/-- The Gaussian overlap integral of two polynomials converges and equals their inner product. -/
theorem gaussInner_eq_ip (p q : ℂ[X]) :
    Integrable (fun z : ℂ => conj (p.eval z) * q.eval z * (gauss z : ℂ)) ∧
    gaussInner (fun z => p.eval z) (fun z => q.eval z) = ip p q := by
  suffices H : Integrable (fun z : ℂ => conj (p.eval z) * q.eval z * (gauss z : ℂ)) ∧
      ∫ z : ℂ, conj (p.eval z) * q.eval z * (gauss z : ℂ) = 2 * π * ip p q by
    have hpi : (2 * π : ℂ) ≠ 0 := mul_ne_zero two_ne_zero (by exact_mod_cast Real.pi_ne_zero)
    refine ⟨H.1, ?_⟩
    simp only [gaussInner]
    rw [H.2, inv_mul_cancel_left₀ hpi]
  induction p using Polynomial.induction_on' with
  | add p p' hp hp' =>
    simp only [eval_add, map_add, add_mul]
    exact ⟨hp.1.add hp'.1, by rw [integral_add hp.1 hp'.1, hp.2, hp'.2, ip_add_left, mul_add]⟩
  | monomial m a =>
    rw [ip_monomial_left]
    induction q using Polynomial.induction_on' with
    | add q q' hq hq' =>
      simp only [eval_add, mul_add, add_mul, coeff_add]
      exact ⟨hq.1.add hq'.1, by rw [integral_add hq.1 hq'.1, hq.2, hq'.2]⟩
    | monomial n b =>
      have h : ∀ z : ℂ, conj ((monomial m a).eval z) * (monomial n b).eval z * (gauss z : ℂ)
          = conj a * b * (conj z ^ m * z ^ n * (gauss z : ℂ)) := by
        intro z
        simp only [eval_monomial, map_mul, map_pow]
        ring
      simp only [h]
      refine ⟨(gauss_moment m n).1.const_mul _, ?_⟩
      rw [integral_const_mul, (gauss_moment m n).2, coeff_monomial]
      by_cases hmn : m = n
      · rw [if_pos hmn, if_pos hmn.symm]
        ring
      · rw [if_neg hmn, if_neg (Ne.symm hmn)]
        ring
```

## The lowest-level part of \(\bar z^{\,k}q\)

Let \(k\) be a natural number and \(q\) a polynomial. The lowest-level part of the function \(\bar z^{\,k}q(z)\) is characterised by overlaps: it is a polynomial \(r\), possibly zero and in general not normalised, that has the same overlap with every polynomial \(p\) as \(\bar z^{\,k}q\) has,
\[ (p,\bar z^{\,k}q)=(p,r)\quad\text{for all } p . \]
Inside the integral \(\overline{p}\;\bar z^{\,k}=\overline{z^k p}\), so the conjugate coordinate moves to the bra as \(z^k\). Both arguments are then polynomials, and
\[ (p,\bar z^{\,k}q)=(z^kp,q)=\langle z^kp,q\rangle=\langle p,D^kq\rangle , \]
the last step being the adjoint relation applied \(k\) times. Thus \(r=D^kq\) satisfies the condition. Conversely, if \(r\) satisfies it, the choice \(p=z^m\) gives \((D^kq)_m\,w_m=r_m\,w_m\) for the coefficients of \(z^m\); since \(w_m\neq0\), \(r=D^kq\).

The theorem `compression_conj_pow` says this for every `k`, `q` and `r`, with no further hypothesis. Its first part is the integrability of \(\overline{p}\,\bar z^{\,k}q\,e^{-|z|^2/2}\) for every polynomial \(p\). Its second part is the equivalence between equal overlaps with all polynomials and `r = (zbar ^ k) q`, the power being composition of operators. At \(k=1\) it reads \(\bar z\mapsto 2\,d/dz\); at \(k=0\) it reads \(r=q\); and when \(k\) exceeds the degree of \(q\), \(D^kq=0\) and \(\bar z^{\,k}q\) is orthogonal to every polynomial. Both \(p\) and \(r\) range over polynomials only. No projection operator on square-integrable functions is constructed, and identifying \(r\) with the image under the full lowest-level projector relies on the density of polynomial states in the level, which is not proved here.

In the proof `hmove` is the pointwise transfer of \(\bar z^{\,k}\) to the bra, `hadj` is the induction \(\langle z^{j+1}p,s\rangle=\langle z^jp,Ds\rangle=\langle p,D^jDs\rangle\) over the power \(j\) for all polynomials \(p,s\), and `key` chains them with `gaussInner_eq_ip`. The three closing branches are convergence, uniqueness by testing on `monomial m 1` and cancelling `weight m`, and the converse direction.

```lean
/-- The overlaps of `conj(z)^k q(z)` with polynomials converge, and a polynomial `r` has the
same overlaps with all polynomials exactly when `r = (2 d/dz)^k q`. -/
theorem compression_conj_pow (k : ℕ) (q r : ℂ[X]) :
    (∀ p : ℂ[X], Integrable
      (fun z : ℂ => conj (p.eval z) * (conj z ^ k * q.eval z) * (gauss z : ℂ))) ∧
    ((∀ p : ℂ[X], gaussInner (fun z => p.eval z) (fun z => conj z ^ k * q.eval z)
        = gaussInner (fun z => p.eval z) (fun z => r.eval z)) ↔ r = (zbar ^ k) q) := by
  -- `conj(z)^k` acts as `z^k` on the bra
  have hmove : ∀ (p : ℂ[X]) (z : ℂ), conj (p.eval z) * (conj z ^ k * q.eval z)
      = conj ((X ^ k * p).eval z) * q.eval z := by
    intro p z
    simp only [eval_mul, eval_pow, eval_X, map_mul, map_pow]
    ring
  have hadj : ∀ (j : ℕ) (p s : ℂ[X]), ip (X ^ j * p) s = ip p ((zbar ^ j) s) := by
    intro j
    induction j with
    | zero => intro p s; simp
    | succ j ih =>
      intro p s
      rw [pow_succ', mul_assoc, ip_X_mul_left, ih, pow_succ, Module.End.mul_apply]
  have key : ∀ p : ℂ[X], gaussInner (fun z => p.eval z) (fun z => conj z ^ k * q.eval z)
      = ip p ((zbar ^ k) q) := by
    intro p
    rw [← hadj, ← (gaussInner_eq_ip _ _).2]
    simp only [gaussInner, hmove]
  refine ⟨fun p => ?_, fun h => ?_, fun h p => ?_⟩
  · simp only [hmove]
    exact (gaussInner_eq_ip _ _).1
  · -- testing on monomials fixes every coefficient
    ext m
    have hm := h (monomial m 1)
    rw [key, (gaussInner_eq_ip _ _).2, ip_monomial_left, ip_monomial_left, map_one, one_mul,
      one_mul] at hm
    have hw : weight m ≠ 0 :=
      mul_ne_zero (pow_ne_zero _ two_ne_zero) (by exact_mod_cast m.factorial_ne_zero)
    exact (mul_right_cancel₀ hw hm).symm
  · rw [key, (gaussInner_eq_ip _ _).2, h]
```

Replacing \(q\) by \(z^jq\) shows the ordering: multiplication by \(\bar z^{\,k}z^j\) compresses to \(D^kz^j\), with the derivatives on the left. For example \(|z|^2z^m=\bar z\,z^{m+1}\) compresses to \(2(m+1)z^m\), which corresponds to a mean square radius \(2(m+1)\) in the normalised state \(m\). For one particle on the infinite plane in a uniform field, with mixing into higher levels neglected, this turns the matrix elements of a potential polynomial in \(z\) and \(\bar z\) between polynomial states into algebra with \(z\) and \(d/dz\).

## The commutator \([2\,d/dz,\,z]=2\)

The functions \(z\) and \(\bar z\) commute under multiplication, but their compressions do not. By the product rule,
\[ D(zp)-z\,Dp=2(p+zp')-2zp'=2p , \]
where \(p'=dp/dz\). The proof is `derivative_mul` with `derivative_X`, after which `abel` cancels the terms \(2zp'\). In normalised form, \(D/\sqrt2\) and \(z/\sqrt2\) have commutator 1, as for oscillator ladder operators, and the compressed Cartesian coordinates \((z+D)/2\) and \((z-D)/2i\) would by the same algebra have commutator \(-i\) in units of \(\ell^2\), the sign being tied to the chosen field orientation.

```lean
/-- The commutator of `2 d/dz` with multiplication by `z` is `2`. -/
theorem zbar_commutator (p : ℂ[X]) : zbar (X * p) - X * zbar p = (2 : ℂ) • p := by
  show (2 : ℂ) • derivative (X * p) - X * ((2 : ℂ) • derivative p) = (2 : ℂ) • p
  rw [derivative_mul, derivative_X, one_mul, mul_smul_comm, smul_add]
  abel

end

end LowestLandauLevel
```

```lean
#print axioms LowestLandauLevel.ip_X_pow
-- 'LowestLandauLevel.ip_X_pow' depends on axioms: [propext, Classical.choice, Quot.sound]
#print axioms LowestLandauLevel.ip_zbar_left
-- 'LowestLandauLevel.ip_zbar_left' depends on axioms: [propext, Classical.choice, Quot.sound]
#print axioms LowestLandauLevel.compression_conj_pow
-- 'LowestLandauLevel.compression_conj_pow' depends on axioms: [propext, Classical.choice, Quot.sound]
#print axioms LowestLandauLevel.zbar_commutator
-- 'LowestLandauLevel.zbar_commutator' depends on axioms: [propext, Classical.choice, Quot.sound]
```
